# The Slater Average Is the Unique Density-Weighted Least-Squares Local Fit to Orbital Potentials on a Finite Grid with Positive Density

Let orbitals i have densities n_i(x) and potentials v_i(x) on a finite grid, and let the total density ρ(x) = ∑_i n_i(x) be positive at every grid point. Then exactly one local potential u minimizes the density-weighted squared deviation

D[u] = ∑_i ∑_x n_i(x) (u(x) − v_i(x))²,

and it is the generalized Slater potential

v_S(x) = ∑_i n_i(x) v_i(x) / ρ(x).

The problem arises when a self-interaction correction gives each orbital its own potential, while a Kohn–Sham calculation needs one multiplicative potential for all orbitals of the same spin. In a spin-polarized calculation the theorem is applied to each spin separately, and ρ is then the density of that spin. For fixed orbitals on a finite grid, the theorem identifies the averaged correction as the closest common potential in the measure D. It does not say that v_S minimizes the total energy.

## Densities and the averaged potential

Orbital labels form a finite type `ι` and grid points a type `X`, which has to be finite only once sums over the grid appear.

```lean
import Mathlib

namespace GeneralizedSlaterPotential

noncomputable section

variable {ι X : Type*} [Fintype ι]
```

The Lean letter `n` denotes the family of orbital densities, not the total density as in much of the literature. Occupation numbers can be included in `n i x`, and so can positive quadrature weights, since a factor common to all orbitals at a point cancels in v_S. The total density ρ(x) is `density n x`.

```lean
/-- The total density at a grid point: the sum of the orbital densities. -/
def density (n : ι → X → ℝ) (x : X) : ℝ := ∑ i, n i x
```

The potentials `v i x` are arbitrary real numbers. The word "generalized" reflects this: Slater's original average concerns exchange, whereas here v_i may be any orbital-dependent potential.

```lean
/-- The generalized Slater potential, the density-weighted average of the orbital
potentials, meant for grid points where the total density is nonzero. -/
def slaterPotential (n v : ι → X → ℝ) (x : X) : ℝ :=
  (∑ i, n i x * v i x) / density n x
```

## Balance at each grid point

Setting the derivative of D with respect to u(x) to zero gives ∑_i n_i(x) (u(x) − v_i(x)) = 0. The Slater potential satisfies this condition wherever ρ(x) ≠ 0:

∑_i n_i (v_S − v_i) = ρ v_S − ∑_i n_i v_i = 0.

In the proof, `h1` expands the sum and `h2` clears the denominator. No derivative is needed, because the balance itself is what enters the later argument.

```lean
/-- At a grid point with nonzero total density, the density-weighted deviations of the
orbital potentials from the Slater potential add up to zero. -/
theorem slater_balance (n v : ι → X → ℝ) (x : X) (hρ : density n x ≠ 0) :
    ∑ i, n i x * (slaterPotential n v x - v i x) = 0 := by
  have h1 : ∑ i, n i x * (slaterPotential n v x - v i x)
      = density n x * slaterPotential n v x - ∑ i, n i x * v i x := by
    rw [density, Finset.sum_mul, ← Finset.sum_sub_distrib]
    exact Finset.sum_congr rfl fun i _ => by ring
  have h2 : density n x * slaterPotential n v x = ∑ i, n i x * v i x := by
    unfold slaterPotential
    field_simp
  rw [h1, h2, sub_self]
```

If the orbital densities at x are nonnegative, v_S(x) is a true weighted average. From a ≤ v_i(x) ≤ b for all i, multiplication by n_i(x) and summation give

a ρ(x) ≤ ∑_i n_i(x) v_i(x) ≤ b ρ(x),

and division by ρ(x) > 0 puts v_S(x) between a and b. The two halves of the proof are these two inequalities, compared term by term.

```lean
/-- At a grid point with nonnegative orbital densities and positive total density, the
Slater potential lies between any common bounds on the orbital potentials. -/
theorem slater_mem_Icc (n v : ι → X → ℝ) (x : X) (a b : ℝ)
    (hn : ∀ i, 0 ≤ n i x) (hρ : 0 < density n x) (hv : ∀ i, v i x ∈ Set.Icc a b) :
    slaterPotential n v x ∈ Set.Icc a b := by
  unfold slaterPotential
  constructor
  · rw [le_div_iff₀ hρ, density, Finset.mul_sum]
    refine Finset.sum_le_sum fun i _ => ?_
    nlinarith [mul_le_mul_of_nonneg_left (hv i).1 (hn i)]
  · rw [div_le_iff₀ hρ, density, Finset.mul_sum]
    refine Finset.sum_le_sum fun i _ => ?_
    nlinarith [mul_le_mul_of_nonneg_left (hv i).2 (hn i)]
```

## The deviation and its minimizers

The functional D becomes `deviation`, with the sum over grid points in place of an integral over space.

```lean
variable [Fintype X]

/-- The density-weighted squared deviation of a local potential `u` from the orbital
potentials, summed over orbitals and grid points. -/
def deviation (n v : ι → X → ℝ) (u : X → ℝ) : ℝ :=
  ∑ i, ∑ x, n i x * (u x - v i x) ^ 2
```

Optimality means a global minimum over all real functions on the grid. No boundary value or asymptotic form is imposed on the competing potentials. The densities and orbital potentials stay fixed while u varies; the step from here to a self-consistent calculation, in which they respond to u, is left open.

```lean
/-- A local potential is optimal if no local potential has a smaller deviation. -/
def IsOptimal (n v : ι → X → ℝ) (u : X → ℝ) : Prop :=
  ∀ w : X → ℝ, deviation n v u ≤ deviation n v w
```

## Completing the square

Let w be any local potential that satisfies the balance at every grid point. Write u − v_i = (u − w) + (w − v_i) and expand at one point:

∑_i n_i (u − v_i)² = ∑_i n_i (w − v_i)² + ρ (u − w)² + 2 (u − w) ∑_i n_i (w − v_i).

The last sum is zero by the balance. Summation over x gives

D[u] = D[w] + ∑_x ρ(x) (u(x) − w(x))².

This identity holds for densities of any sign. Lean first exchanges the two sums, then proves the pointwise expansion as `h`, and `linear_combination` removes the cross term with the balance `hw`.

```lean
/-- If the weighted deviations from `w` cancel at every grid point, the deviation of any
local potential `u` is that of `w` plus the density-weighted squared distance of `u` from `w`. -/
theorem deviation_eq_of_balance (n v : ι → X → ℝ) (w : X → ℝ)
    (hw : ∀ x, ∑ i, n i x * (w x - v i x) = 0) (u : X → ℝ) :
    deviation n v u = deviation n v w + ∑ x, density n x * (u x - w x) ^ 2 := by
  have hc : ∀ f : X → ℝ, deviation n v f = ∑ x, ∑ i, n i x * (f x - v i x) ^ 2 :=
    fun f => Finset.sum_comm
  rw [hc u, hc w, ← Finset.sum_add_distrib]
  refine Finset.sum_congr rfl fun x _ => ?_
  -- complete the square at one grid point; the cross term is the balance
  have h : ∑ i, n i x * (u x - v i x) ^ 2
      = ∑ i, n i x * (w x - v i x) ^ 2 + (∑ i, n i x) * (u x - w x) ^ 2
        + 2 * (u x - w x) * ∑ i, n i x * (w x - v i x) := by
    rw [Finset.sum_mul, Finset.mul_sum, ← Finset.sum_add_distrib,
      ← Finset.sum_add_distrib]
    exact Finset.sum_congr rfl fun i _ => by ring
  unfold density
  linear_combination h + 2 * (u x - w x) * hw x
```

Now let ρ(x) ≥ 0 everywhere, so that the added sum is a penalty that cannot be negative.

Suppose that u is optimal but differs from w at a point x with ρ(x) > 0. That point alone contributes ρ(x) (u(x) − w(x))² > 0, so D[u] > D[w], a contradiction. Conversely, if u equals w wherever ρ > 0, every term of the penalty vanishes, and for any local potential f

D[u] = D[w] ≤ D[f].

The two bullets of the proof are these two directions. In the first, `Finset.single_le_sum` bounds the contribution of one point by the whole penalty.

```lean
/-- If the total density is nonnegative and the weighted deviations from `w` cancel at every
grid point, the optimal local potentials are those equal to `w` where the density is positive. -/
theorem isOptimal_iff_of_balance (n v : ι → X → ℝ) (w : X → ℝ)
    (hρ : ∀ x, 0 ≤ density n x) (hw : ∀ x, ∑ i, n i x * (w x - v i x) = 0)
    (u : X → ℝ) :
    IsOptimal n v u ↔ ∀ x, 0 < density n x → u x = w x := by
  have dec := deviation_eq_of_balance n v w hw
  have nonneg : ∀ (f : X → ℝ) (x : X), 0 ≤ density n x * (f x - w x) ^ 2 :=
    fun f x => mul_nonneg (hρ x) (sq_nonneg _)
  constructor
  · intro h x hx
    by_contra hne
    -- a mismatch at an occupied point costs a positive amount
    have hpos : 0 < density n x * (u x - w x) ^ 2 := by
      have hsub := sub_ne_zero.mpr hne
      positivity
    have hle : density n x * (u x - w x) ^ 2 ≤ ∑ y, density n y * (u y - w y) ^ 2 :=
      Finset.single_le_sum (f := fun y => density n y * (u y - w y) ^ 2)
        (fun y _ => nonneg u y) (Finset.mem_univ x)
    linarith [h w, dec u]
  · intro h f
    have hzero : ∑ x, density n x * (u x - w x) ^ 2 = 0 := by
      refine Finset.sum_eq_zero fun x _ => ?_
      rcases (hρ x).eq_or_lt with h0 | hx
      · rw [← h0, zero_mul]
      · rw [h x hx]
        ring
    have hsum : 0 ≤ ∑ x, density n x * (f x - w x) ^ 2 :=
      Finset.sum_nonneg fun x _ => nonneg f x
    linarith [dec u, dec f]
```

## The unique minimizer

With ρ > 0 everywhere, v_S satisfies the balance at every point and can take the role of w. Agreement wherever ρ > 0 is then agreement on the whole grid, so u is optimal if and only if u = v_S. Read from right to left, the equivalence says that v_S is a minimizer; read from left to right, that there is no other.

The hypothesis concerns only the total density. Physical orbital densities are nonnegative, but this theorem does not use that.

```lean
/-- If the total density is positive at every grid point, the generalized Slater potential
is the unique local potential that minimizes the density-weighted squared deviation. -/
theorem isOptimal_iff_eq_slater (n v : ι → X → ℝ) (hρ : ∀ x, 0 < density n x)
    (u : X → ℝ) :
    IsOptimal n v u ↔ u = slaterPotential n v := by
  rw [isOptimal_iff_of_balance n v (slaterPotential n v) (fun x => (hρ x).le)
    (fun x => slater_balance n v x (hρ x).ne') u]
  exact ⟨fun h => funext fun x => h x (hρ x), fun h x _ => congrFun h x⟩
```

## Grid points without density

For nonnegative orbital densities, ρ(x) = 0 forces every n_i(x) to vanish. The balance then holds trivially, and D does not depend on u(x) at that point. The minimizers are therefore all potentials that equal v_S where ρ > 0, with arbitrary values elsewhere. The proof treats the two cases ρ(x) = 0 and ρ(x) ≠ 0 separately. Lean's convention for division by zero sets v_S(x) = 0 at an empty point, but the statement makes no use of this value.

```lean
/-- For nonnegative orbital densities, which may all vanish at some grid points, the optimal
local potentials are those equal to the Slater potential where the total density is positive. -/
theorem isOptimal_iff_eq_slater_on_support (n v : ι → X → ℝ)
    (hn : ∀ i x, 0 ≤ n i x) (u : X → ℝ) :
    IsOptimal n v u ↔ ∀ x, 0 < density n x → u x = slaterPotential n v x := by
  refine isOptimal_iff_of_balance n v (slaterPotential n v)
    (fun x => Finset.sum_nonneg fun i _ => hn i x) (fun x => ?_) u
  by_cases h0 : density n x = 0
  · -- in the vacuum every orbital density vanishes
    have hz := (Finset.sum_eq_zero_iff_of_nonneg (fun i _ => hn i x)).mp h0
    exact Finset.sum_eq_zero fun i hi => by rw [hz i hi, zero_mul]
  · exact slater_balance n v x h0
```

## The remaining deviation

Taking w = v_S and u = 0 in the completed square gives ∑_i ∑_x n_i v_i² = D[v_S] + ∑_x ρ v_S², hence

D[v_S] = ∑_i ∑_x n_i(x) v_i(x)² − ∑_x ρ(x) v_S(x)².

For nonnegative n_i and positive ρ, each grid point contributes ρ(x) times the variance of the orbital potentials under the normalized weights n_i(x)/ρ(x). This is the part of the orbital dependence that no common local potential can reproduce. The formula itself needs only ρ(x) ≠ 0 at every point; for it to be the minimal value, the theorem on the unique minimizer requires ρ > 0.

```lean
/-- If the total density is nonzero at every grid point, the deviation of the Slater potential
is the weighted sum of squared orbital potentials minus that of the squared Slater potential. -/
theorem deviation_slater (n v : ι → X → ℝ) (hρ : ∀ x, density n x ≠ 0) :
    deviation n v (slaterPotential n v)
      = (∑ i, ∑ x, n i x * v i x ^ 2)
        - ∑ x, density n x * slaterPotential n v x ^ 2 := by
  -- compare with the zero potential
  have h := deviation_eq_of_balance n v (slaterPotential n v)
    (fun x => slater_balance n v x (hρ x)) (fun _ => 0)
  have h0 : deviation n v (fun _ => 0) = ∑ i, ∑ x, n i x * v i x ^ 2 := by
    simp only [deviation, zero_sub, neg_sq]
  simp only [zero_sub, neg_sq] at h
  linarith

end

end GeneralizedSlaterPotential
```

```lean
#print axioms GeneralizedSlaterPotential.slater_mem_Icc
#print axioms GeneralizedSlaterPotential.isOptimal_iff_eq_slater
#print axioms GeneralizedSlaterPotential.isOptimal_iff_eq_slater_on_support
#print axioms GeneralizedSlaterPotential.deviation_slater
```

```
'GeneralizedSlaterPotential.slater_mem_Icc' depends on axioms: [propext, Classical.choice, Quot.sound]
'GeneralizedSlaterPotential.isOptimal_iff_eq_slater' depends on axioms: [propext, Classical.choice, Quot.sound]
'GeneralizedSlaterPotential.isOptimal_iff_eq_slater_on_support' depends on axioms: [propext, Classical.choice, Quot.sound]
'GeneralizedSlaterPotential.deviation_slater' depends on axioms: [propext, Classical.choice, Quot.sound]
```
